# Explicit bound states of the Morse oscillator, and its zero-point energy from two frequencies

Take the Hamiltonian $H=-d^2/dy^2+g^2(1-e^{-y})^2$ with $g>1/2$, and put $z=2ge^{-y}$. Then $dz/dy=-z$, and the potential is $(g-z/2)^2$. Try $\psi=z^s e^{-z/2}$. The first derivative in $y$ multiplies $\psi$ by a function of $z$, and the second also differentiates that function:

$$\psi'=\left(\tfrac z2-s\right)\psi,\qquad \psi''=\left[\left(\tfrac z2-s\right)^2-\tfrac z2\right]\psi .$$

The equation $H\psi=E\psi$ requires the bracket to equal $(g-z/2)^2-E$. The terms in $z^2$ agree already. Those in $z$ give $s=g-\tfrac12$, and the constants give $E=g^2-s^2=g-\tfrac14$. Since $s>0$, $\psi$ decays as $y\to\infty$. The higher states follow in the same way once a polynomial in $z$ is included.

```lean
import Mathlib

open Polynomial MeasureTheory

namespace MorseOscillator

noncomputable section
```

## The oscillator in reduced units

For a diatomic with reduced mass $\mu$, well depth $D$ and range parameter $a$, the coordinate is $y=a(r-r_e)$, where $r$ is the bond length and $r_e$ its equilibrium value. Energies are in units of $\hbar^2a^2/2\mu$, so $g^2$ is the well depth in that unit. The model is one-dimensional and non-rotating, and $y$ runs over the whole real line.

```lean
/-- The Morse potential `g² (1 - exp(-y))²` in reduced units. -/
def morsePotential (g y : ℝ) : ℝ := g ^ 2 * (1 - Real.exp (-y)) ^ 2
```

The variable $z$ is large at short bond lengths and tends to zero at dissociation.

```lean
/-- The Morse variable `z = 2g exp(-y)`. -/
def morseVar (g y : ℝ) : ℝ := 2 * g * Real.exp (-y)
```

Near the minimum the potential is $g^2y^2$, whose harmonic levels are $2g(n+\tfrac12)$. The harmonic frequency, as an energy, is therefore $\omega=2g$.

```lean
/-- The harmonic frequency `ω = 2g`, for `g > 0`. -/
def freq (g : ℝ) : ℝ := 2 * g
```

The anharmonicity constant is $x=1/(2g)$, so $\omega x=1$ in these units.

```lean
/-- The anharmonicity constant `x = 1/(2g)`, for `g > 0`. -/
def anh (g : ℝ) : ℝ := 1 / (2 * g)
```

The level formula is $E_n=\omega(n+\tfrac12)-\omega x(n+\tfrac12)^2$. As a definition it is only a number for each $n$; the theorems below connect it to wavefunctions.

```lean
/-- The level formula `ω (n + 1/2) - ω x (n + 1/2)²`, for `g ≠ 0`. -/
def morseLevel (g : ℝ) (n : ℕ) : ℝ :=
  freq g * (n + 1 / 2) - freq g * anh g * (n + 1 / 2) ^ 2
```

The trial functions are $z^s e^{-z/2}p(z)$, with $s$ real and $p$ a real polynomial (`ℝ[X]` in Lean).

```lean
/-- The function `z^s exp(-z/2) p(z)` of the coordinate `y`, with `p` a polynomial. -/
def morseState (g s : ℝ) (p : ℝ[X]) (y : ℝ) : ℝ :=
  morseVar g y ^ s * Real.exp (-morseVar g y / 2) * p.eval (morseVar g y)
```

A bound state is a real function that is twice differentiable everywhere, satisfies $\psi''=(V-E)\psi$, is square-integrable over $y$, and is not identically zero. It need not be normalised.

```lean
/-- `ψ` is a bound state of `-d²/dy² + V` with energy `E`: it solves `ψ'' = (V - E) ψ`,
is square-integrable, and is not the zero function. -/
def IsBoundState (V ψ : ℝ → ℝ) (E : ℝ) : Prop :=
  (∃ ψ' : ℝ → ℝ, (∀ y, HasDerivAt ψ (ψ' y) y) ∧
    ∀ y, HasDerivAt ψ' ((V y - E) * ψ y) y) ∧
  Integrable (fun y => ψ y ^ 2) ∧ ψ ≠ 0
```

## The polynomial factor

The condition on $p$ will turn out to be the associated (or generalised) Laguerre equation, called Laguerre's equation below: $zp''+(2s+1-z)p'+np=0$.

```lean
/-- Laguerre's equation `z p'' + (2s + 1 - z) p' + n p = 0` for a polynomial `p`. -/
def IsLaguerre (s : ℝ) (n : ℕ) (p : ℝ[X]) : Prop :=
  X * derivative (derivative p) + (C (2 * s + 1) - X) * derivative p + C (n : ℝ) * p = 0
```

Since $d/dy=-z\,d/dz$, one derivative of $z^s e^{-z/2}p$ replaces $p$ by $q=(\tfrac z2-s)p-zp'$.

```lean
/-- The polynomial factor after one derivative in `y`: `(z/2 - s) p - z p'`. -/
def slope (s : ℝ) (p : ℝ[X]) : ℝ[X] := (C (1 / 2) * X - C s) * p - X * derivative p
```

Write $p=\sum_k c_kz^k$. The coefficient of $z^k$ in Laguerre's equation gives

$$(k+1)(k+2s+1)\,c_{k+1}=(k-n)\,c_k .$$

Start from $c_0=1$.

```lean
/-- Coefficients of the Laguerre polynomial with constant term 1, for `s > 0`. -/
def laguerreCoeff (s : ℝ) (n : ℕ) : ℕ → ℝ
  | 0 => 1
  | k + 1 => ((k : ℝ) - n) / (((k : ℝ) + 1) * (k + 2 * s + 1)) * laguerreCoeff s n k
```

The factor $k-n$ vanishes at $k=n$, so the series stops at $z^n$.

```lean
/-- The Laguerre polynomial built from these coefficients up to `z^n`, for `s > 0`. -/
def laguerrePoly (s : ℝ) (n : ℕ) : ℝ[X] :=
  ∑ k ∈ Finset.range (n + 1), monomial k (laguerreCoeff s n k)
```

## Differentiation in the Morse variable

For $g>0$ the variable $z$ is positive.

```lean
lemma morseVar_pos {g : ℝ} (hg : 0 < g) (y : ℝ) : 0 < morseVar g y := by
  unfold morseVar
  positivity
```

It takes every positive value $t$, at $y=-\ln(t/2g)$.

```lean
lemma exists_morseVar {g t : ℝ} (hg : 0 < g) (ht : 0 < t) : ∃ y, morseVar g y = t := by
  refine ⟨-Real.log (t / (2 * g)), ?_⟩
  unfold morseVar
  rw [neg_neg, Real.exp_log (by positivity)]
  field_simp
```

Its derivative is $-z$.

```lean
lemma hasDerivAt_morseVar (g y : ℝ) : HasDerivAt (morseVar g) (-morseVar g y) y := by
  have h : HasDerivAt (morseVar g) (2 * g * (Real.exp (-y) * -1)) y :=
    ((hasDerivAt_neg y).exp).const_mul (2 * g)
  exact h.congr_deriv (by unfold morseVar; ring)
```

The power rule produces $z\cdot z^{a-1}$, which is $z^a$ for $z>0$.

```lean
lemma mul_rpow_pred {z : ℝ} (hz : 0 < z) (a : ℝ) : z * z ^ (a - 1) = z ^ a := by
  rw [Real.rpow_sub_one hz.ne']
  field_simp
```

The product rule now gives

$$\frac{d}{dy}\left(z^se^{-z/2}p\right)=-sz^se^{-z/2}p+\tfrac z2z^se^{-z/2}p-z^{s+1}e^{-z/2}p'=z^se^{-z/2}q .$$

The proof differentiates the three factors separately and collects terms.

```lean
/-- For `g > 0`, differentiating `z^s exp(-z/2) p(z)` in `y` replaces `p` by
`(z/2 - s) p - z p'`. -/
theorem hasDerivAt_morseState {g : ℝ} (hg : 0 < g) (s : ℝ) (p : ℝ[X]) (y : ℝ) :
    HasDerivAt (morseState g s p) (morseState g s (slope s p) y) y := by
  have hz := hasDerivAt_morseVar g y
  have hr := mul_rpow_pred (morseVar_pos hg y) s
  have h1 := hz.rpow_const (p := s) (Or.inl (morseVar_pos hg y).ne')
  have h2 := (hz.fun_neg.div_const 2).exp
  have h3 : HasDerivAt (fun y => p.eval (morseVar g y))
      ((derivative p).eval (morseVar g y) * -morseVar g y) y :=
    (p.hasDerivAt (morseVar g y)).comp y hz
  refine ((h1.fun_mul h2).fun_mul h3).congr_deriv ?_
  simp only [morseState, slope, eval_sub, eval_mul, eval_C, eval_X]
  linear_combination
    (-s * Real.exp (-morseVar g y / 2) * p.eval (morseVar g y)) * hr
```

## Square-integrability

Substituting $t=z(y)$, with $dy=-dt/t$, gives

$$\int_{-\infty}^{\infty}e^{-z}z^a\,dy=\int_0^\infty e^{-t}t^{a-1}\,dt ,$$

which converges for $a>0$. The proof checks that $y\mapsto z$ is one-to-one onto the positive axis and then uses the convergence of the Gamma integral.

```lean
/-- For `g > 0` and `a > 0`, the function `exp(-z) z^a` is integrable over the whole
`y` axis. -/
theorem integrable_exp_mul_rpow {g a : ℝ} (hg : 0 < g) (ha : 0 < a) :
    Integrable (fun y => Real.exp (-morseVar g y) * morseVar g y ^ a) := by
  have himg : morseVar g '' Set.univ = Set.Ioi 0 := by
    ext t
    simp only [Set.mem_image, Set.mem_univ, true_and, Set.mem_Ioi]
    constructor
    · rintro ⟨y, rfl⟩
      exact morseVar_pos hg y
    · exact exists_morseVar hg
  have hinj : Set.InjOn (morseVar g) Set.univ := by
    intro u _ v _ h
    have h' : Real.exp (-u) = Real.exp (-v) :=
      mul_left_cancel₀ (by positivity : 2 * g ≠ 0) h
    exact neg_injective (Real.exp_injective h')
  -- the substitution `y ↦ z` leads to Euler's Gamma integral
  have h := (integrableOn_image_iff_integrableOn_abs_deriv_smul MeasurableSet.univ
    (fun y _ => (hasDerivAt_morseVar g y).hasDerivWithinAt) hinj
    (fun t => Real.exp (-t) * t ^ (a - 1))).1
    (by rw [himg]; exact Real.GammaIntegral_convergent ha)
  rw [integrableOn_univ] at h
  refine h.congr (Filter.Eventually.of_forall fun y => ?_)
  simp only [smul_eq_mul, abs_neg, abs_of_pos (morseVar_pos hg y)]
  linear_combination Real.exp (-morseVar g y) * mul_rpow_pred (morseVar_pos hg y) a
```

The square of a trial function is $e^{-z}z^{2s}p^2$, a finite sum of terms $e^{-z}z^{2s+i}$. Each is integrable when $s>0$.

```lean
/-- For `g > 0` and `s > 0`, the function `z^s exp(-z/2) p(z)` is square-integrable. -/
theorem integrable_morseState_sq {g s : ℝ} (hg : 0 < g) (hs : 0 < s) (p : ℝ[X]) :
    Integrable (fun y => morseState g s p y ^ 2) := by
  have h : Integrable (fun y => ∑ i ∈ Finset.range ((p * p).natDegree + 1),
      (p * p).coeff i * (Real.exp (-morseVar g y) * morseVar g y ^ (2 * s + (i : ℝ)))) :=
    MeasureTheory.integrable_finsetSum _ fun i _ =>
      (integrable_exp_mul_rpow hg (by positivity)).const_mul _
  refine h.congr (Filter.Eventually.of_forall fun y => ?_)
  have hz := morseVar_pos hg y
  have e1 : Real.exp (-morseVar g y / 2) ^ 2 = Real.exp (-morseVar g y) := by
    rw [← Real.exp_nat_mul]
    congr 1
    push_cast
    ring
  have e2 : (morseVar g y ^ s) ^ 2 = morseVar g y ^ (2 * s) := by
    rw [two_mul, Real.rpow_add hz, sq]
  calc _ = Real.exp (-morseVar g y) * morseVar g y ^ (2 * s)
        * (p * p).eval (morseVar g y) := by
        rw [eval_eq_sum_range, Finset.mul_sum]
        refine Finset.sum_congr rfl fun i _ => ?_
        rw [Real.rpow_add hz, Real.rpow_natCast]
        ring
    _ = morseState g s p y ^ 2 := by
        rw [← e1, ← e2, eval_mul]
        unfold morseState
        ring
```

## Schrödinger's equation becomes Laguerre's

Applying the derivative rule twice turns $p$ into

$$z^2p''+z(2s+1-z)p'+\left[\left(\tfrac z2-s\right)^2-\tfrac z2\right]p .$$

This must equal $\left[(g-\tfrac z2)^2-E\right]p$. With $g=s+n+\tfrac12$ and $E=g^2-s^2$, the difference of the two sides is

$$z\left[zp''+(2s+1-z)p'+np\right]=0 .$$

The energy is the level formula, because $g^2-(g-n-\tfrac12)^2=2g(n+\tfrac12)-(n+\tfrac12)^2$. In the proof, `linear_combination` carries out this cancellation. The state is nonzero because a polynomial vanishing at every $z>0$ has infinitely many roots and must be zero.

```lean
/-- If `g = s + n + 1/2` with `s > 0`, every nonzero polynomial solution `p` of Laguerre's
equation gives a bound state `z^s exp(-z/2) p(z)` with the energy of level `n`. -/
theorem isBoundState_of_laguerre {g s : ℝ} {n : ℕ} {p : ℝ[X]} (hs : 0 < s)
    (hg : s + n + 1 / 2 = g) (hp0 : p ≠ 0) (hp : IsLaguerre s n p) :
    IsBoundState (morsePotential g) (morseState g s p) (morseLevel g n) := by
  have hg0 : 0 < g := by rw [← hg]; positivity
  refine ⟨⟨morseState g s (slope s p), hasDerivAt_morseState hg0 s p, fun y => ?_⟩,
    integrable_morseState_sq hg0 hs p, fun h => hp0 ?_⟩
  · refine (hasDerivAt_morseState hg0 s (slope s p) y).congr_deriv ?_
    have hV : morsePotential g y = (g - morseVar g y / 2) ^ 2 := by
      unfold morsePotential morseVar
      ring
    have hx : freq g * anh g = 1 := by
      unfold freq anh
      field_simp
    have hE : morseLevel g n = g ^ 2 - s ^ 2 := by
      rw [morseLevel, hx, freq, ← hg]
      ring
    have hL := congrArg (eval (morseVar g y)) hp
    simp only [eval_add, eval_sub, eval_mul, eval_C, eval_X, eval_zero] at hL
    rw [hV, hE]
    simp only [morseState, slope, derivative_sub, derivative_mul, derivative_C,
      derivative_X, eval_add, eval_sub, eval_mul, eval_C, eval_X, eval_zero, eval_one]
    -- what remains is Laguerre's equation times `z`
    linear_combination
      (morseVar g y ^ s * Real.exp (-morseVar g y / 2) * morseVar g y) * hL
      - (morseVar g y ^ s * Real.exp (-morseVar g y / 2) * morseVar g y
        * p.eval (morseVar g y)) * hg
  · -- a polynomial that vanishes at every `z > 0` is zero
    refine eq_zero_of_infinite_isRoot p ((Set.Ioi_infinite (0 : ℝ)).mono fun t ht => ?_)
    obtain ⟨y, rfl⟩ := exists_morseVar hg0 ht
    have h1 : morseVar g y ^ s * Real.exp (-morseVar g y / 2)
        * p.eval (morseVar g y) = 0 := congrFun h y
    exact (mul_eq_zero.1 h1).resolve_left
      (mul_pos (Real.rpow_pos_of_pos ht s) (Real.exp_pos _)).ne'
```

It remains to supply a polynomial solution. By the recursion, $c_k=0$ for all $k>n$.

```lean
lemma laguerreCoeff_eq_zero (s : ℝ) (n k : ℕ) (h : n < k) : laguerreCoeff s n k = 0 := by
  induction k with
  | zero => omega
  | succ k ih =>
    rcases (by omega : n = k ∨ n < k) with h' | h'
    · simp [laguerreCoeff, h']
    · simp [laguerreCoeff, ih h']
```

The truncated sum therefore has the coefficients $c_k$ at every order.

```lean
lemma coeff_laguerrePoly (s : ℝ) (n k : ℕ) :
    (laguerrePoly s n).coeff k = laguerreCoeff s n k := by
  rw [laguerrePoly, Polynomial.finsetSum_coeff]
  simp only [coeff_monomial]
  rw [Finset.sum_ite_eq']
  split_ifs with h
  · rfl
  · exact (laguerreCoeff_eq_zero s n k (by rw [Finset.mem_range] at h; omega)).symm
```

Comparing powers of $z$ in Laguerre's equation returns the recursion. The constant term is a separate case, since terms carrying a factor $z$ do not contribute to it.

```lean
/-- For `s > 0` the polynomial `laguerrePoly s n` solves Laguerre's equation. -/
theorem isLaguerre_laguerrePoly {s : ℝ} (hs : 0 < s) (n : ℕ) :
    IsLaguerre s n (laguerrePoly s n) := by
  have hrec : ∀ k : ℕ, ((k : ℝ) + 1) * (k + 2 * s + 1) * laguerreCoeff s n (k + 1)
      = ((k : ℝ) - n) * laguerreCoeff s n k := by
    intro k
    have h : (k : ℝ) + 2 * s + 1 ≠ 0 := by positivity
    rw [laguerreCoeff]
    field_simp
  unfold IsLaguerre
  ext k
  cases k with
  | zero =>
    have h0 := hrec 0
    simp only [sub_mul, coeff_add, coeff_sub, coeff_C_mul, coeff_X_mul_zero,
      coeff_derivative, coeff_laguerrePoly, coeff_zero, Nat.cast_zero, zero_add] at h0 ⊢
    linear_combination h0
  | succ k =>
    have h1 := hrec (k + 1)
    simp only [sub_mul, coeff_add, coeff_sub, coeff_C_mul, coeff_X_mul,
      coeff_derivative, coeff_laguerrePoly, coeff_zero, Nat.cast_add, Nat.cast_one] at h1 ⊢
    linear_combination h1
```

Choosing $s=g-\tfrac12-n$ makes $s>0$ the same condition as $n+\tfrac12<g$. Each such $n$ gives a bound state, nonzero because $c_0=1$.

```lean
/-- For every `n` with `n + 1/2 < g`, the Morse oscillator has the bound state
`z^(g-1/2-n) exp(-z/2) L(z)`, `L` a Laguerre polynomial, with energy
`ω (n + 1/2) - ω x (n + 1/2)²`. -/
theorem morse_boundState {g : ℝ} {n : ℕ} (hn : (n : ℝ) + 1 / 2 < g) :
    IsBoundState (morsePotential g)
      (morseState g (g - 1 / 2 - n) (laguerrePoly (g - 1 / 2 - n) n)) (morseLevel g n) := by
  have hs : 0 < g - 1 / 2 - n := by linarith
  refine isBoundState_of_laguerre hs (by ring) (fun h => ?_) (isLaguerre_laguerrePoly hs n)
  have h0 := coeff_laguerrePoly (g - 1 / 2 - n) n 0
  rw [h] at h0
  simp [laguerreCoeff] at h0
```

That these are all the bound states, and hence that $E_0$ is the lowest level, is a standard fact needing a separate argument.

## The states with $n=0$ and $n=1$

For $n=0$, $p=1$ satisfies Laguerre's equation. For $n=1$, $s=g-\tfrac32$ and $2s+1=2g-2$. Taking $p=2g-2-z$ gives $p'=-1$ and $p''=0$, so the equation reads $-(2g-2-z)+(2g-2-z)=0$. The energies are

$$E_0=\tfrac\omega2\left(1-\tfrac x2\right),\qquad E_1=E_0+\omega(1-2x).$$

The hypothesis $g>3/2$ makes both exponents, $g-\tfrac12$ and $g-\tfrac32$, positive, so both functions are square-integrable.

```lean
/-- For `g > 3/2`, `z^(g-1/2) exp(-z/2)` is a bound state with energy
`E0 = (ω/2)(1 - x/2)`, and `z^(g-3/2) exp(-z/2) (2g - 2 - z)` is one with energy
`E0 + ω (1 - 2x)`. -/
theorem morse_two_states {g : ℝ} (hg : 3 / 2 < g) :
    IsBoundState (morsePotential g)
      (fun y => morseVar g y ^ (g - 1 / 2) * Real.exp (-morseVar g y / 2))
      (freq g / 2 * (1 - anh g / 2)) ∧
    IsBoundState (morsePotential g)
      (fun y => morseVar g y ^ (g - 3 / 2) * Real.exp (-morseVar g y / 2)
        * (2 * g - 2 - morseVar g y))
      (freq g / 2 * (1 - anh g / 2) + freq g * (1 - 2 * anh g)) := by
  constructor
  · have hf : (fun y => morseVar g y ^ (g - 1 / 2) * Real.exp (-morseVar g y / 2))
        = morseState g (g - 1 / 2) 1 := by
      funext y
      simp only [morseState, eval_one, mul_one]
    have hE : freq g / 2 * (1 - anh g / 2) = morseLevel g 0 := by
      unfold morseLevel
      push_cast
      ring
    rw [hf, hE]
    exact isBoundState_of_laguerre (by linarith) (by push_cast; ring) one_ne_zero
      (by simp [IsLaguerre])
  · have hf : (fun y => morseVar g y ^ (g - 3 / 2) * Real.exp (-morseVar g y / 2)
        * (2 * g - 2 - morseVar g y)) = morseState g (g - 3 / 2) (C (2 * g - 2) - X) := by
      funext y
      simp only [morseState, eval_sub, eval_C, eval_X]
    have hE : freq g / 2 * (1 - anh g / 2) + freq g * (1 - 2 * anh g) = morseLevel g 1 := by
      unfold morseLevel
      push_cast
      ring
    rw [hf, hE]
    refine isBoundState_of_laguerre (by linarith) (by push_cast; ring) (fun h => ?_) ?_
    · have h1 := congrArg (fun q : ℝ[X] => q.coeff 1) h
      simp at h1
    · have e : 2 * (g - 3 / 2) + 1 = 2 * g - 2 := by ring
      unfold IsLaguerre
      rw [e]
      simp only [derivative_sub, derivative_C, derivative_X, zero_sub, derivative_neg,
        derivative_one, Nat.cast_one, map_one]
      ring
```

The Gamma integral also gives the norms by hand: divide the first function by $\sqrt{\Gamma(2g-1)}$ and the second by $\sqrt{(2g-2)\,\Gamma(2g-3)}$.

For $g=2$, $\omega=4$ and $x=\tfrac14$. The normalised states are $z^{3/2}e^{-z/2}/\sqrt2$ with $E_0=\tfrac74$ and $z^{1/2}e^{-z/2}(2-z)/\sqrt2$ with $E_1=\tfrac{15}4$, both below the dissociation limit $g^2=4$.

## Zero-point energy from the harmonic and fundamental frequencies

Let $\nu=E_1-E_0=\omega-2\omega x$ be the fundamental. Then $\omega x=(\omega-\nu)/2$, and

$$E_0=\frac\omega2-\frac{\omega x}4=\frac{3\omega+\nu}8 .$$

Because $\omega x=1$, $E_0$ lies $\tfrac14$ below $\omega/2$ and $\tfrac34$ above $\nu/2$. The theorem is algebra on the level formula and holds for all $g>0$; $\nu$ is a transition between the bound states found above when $g>3/2$.

```lean
/-- For `g > 0`, with `E0` and `E1` the values of the level formula at `n = 0` and `n = 1` and
`ν = E1 - E0`, the number `E0` equals `(3ω + ν)/8` and lies strictly between `ν/2` and `ω/2`. -/
theorem zeroPoint_from_fundamental {g : ℝ} (hg : 0 < g) :
    morseLevel g 0 = (3 * freq g + (morseLevel g 1 - morseLevel g 0)) / 8 ∧
    (morseLevel g 1 - morseLevel g 0) / 2 < morseLevel g 0 ∧
    morseLevel g 0 < freq g / 2 := by
  have hx : freq g * anh g = 1 := by
    unfold freq anh
    field_simp
  unfold morseLevel
  rw [hx]
  push_cast
  refine ⟨by ring, by linarith, by linarith⟩

end

end MorseOscillator
```

For a diatomic modelled as a non-rotating Morse oscillator, $\omega$ can be taken from the reduced mass and the curvature of the computed potential at its minimum, and $\nu$ from an anharmonic calculation or a spectrum. The model's zero-point correction, to be added to the electronic energy at the minimum, is then $(3\omega+\nu)/8$. For $g=2$ this is $(12+2)/8=\tfrac74$, whereas $\omega/2$ gives $2$ and $\nu/2$ gives $1$. Coupling between modes in a polyatomic molecule is absent from this one-mode formula.

```lean
#print axioms MorseOscillator.morse_boundState
#print axioms MorseOscillator.morse_two_states
#print axioms MorseOscillator.zeroPoint_from_fundamental
```

```
'MorseOscillator.morse_boundState' depends on axioms: [propext, Classical.choice, Quot.sound]
'MorseOscillator.morse_two_states' depends on axioms: [propext, Classical.choice, Quot.sound]
'MorseOscillator.zeroPoint_from_fundamental' depends on axioms: [propext, Classical.choice, Quot.sound]
```
